# A rank-4 tensor with full cubic symmetry, symmetric in its last two indices, is fixed by three of its components

The declaration `eq_cubicTensor` concerns a real rank-4 tensor in three dimensions that is symmetric in its last two indices and unchanged by every signed permutation of the axes, reflections included. It states that such a tensor is determined by its `xxxx`, `xxyy` and `xyxy` components, called longitudinal, transverse and shear, and that every component whose indices do not pair up is zero. The attempt first derives `hc`, which says how a signed permutation relates the components to one another. Permutations then carry each paired component to one of the three reference components, once the symmetry in the last two indices has turned `xyyx` into `xyxy`. A reflection shows that each unpaired component equals its own negative.

The first attempt, which Lean rejects:

```lean
import Mathlib

open Finset

namespace EqCubicTensor

noncomputable section

/-- Real rank-4 tensors with indices in `ι`. -/
abbrev Tensor (ι : Type*) := ι → ι → ι → ι → ℝ

/-- The space of rank-4 tensors symmetric in their last pair of indices. -/
def PairSym (ι : Type*) : Submodule ℝ (Tensor ι) where
  carrier := {μ | ∀ a i j k, μ a i j k = μ a i k j}
  zero_mem' := fun _ _ _ _ => rfl
  add_mem' := fun h h' a i j k => congrArg₂ (· + ·) (h a i j k) (h' a i j k)
  smul_mem' := fun r _ h a i j k => congrArg (r * ·) (h a i j k)

/-- The action of a 3 × 3 matrix on all four indices of a tensor. -/
def rotate (R : Matrix (Fin 3) (Fin 3) ℝ) : Tensor (Fin 3) →ₗ[ℝ] Tensor (Fin 3) where
  toFun μ := fun a l b c =>
    ∑ p, R a p * ∑ q, R l q * ∑ r, R b r * ∑ t, R c t * μ p q r t
  map_add' μ ν := by
    funext a l b c
    simp only [Pi.add_apply, mul_add, sum_add_distrib]
  map_smul' k μ := by
    funext a l b c
    simp only [Pi.smul_apply, smul_eq_mul, mul_sum, RingHom.id_apply]
    refine sum_congr rfl fun p _ => sum_congr rfl fun q _ =>
      sum_congr rfl fun r _ => sum_congr rfl fun t _ => ?_
    ring

/-- The matrix whose row `i` has the single entry `s i`, in column `σ i`; it is a signed
permutation matrix when every `s i` is `1` or `-1`. -/
def signedPerm (σ : Equiv.Perm (Fin 3)) (s : Fin 3 → ℝ) : Matrix (Fin 3) (Fin 3) ℝ :=
  Matrix.of fun i j => if j = σ i then s i else 0

/-- The type-II tensors invariant under all signed permutation matrices, the cubic group. -/
def cubicTypeII : Submodule ℝ (Tensor (Fin 3)) where
  carrier := {μ | μ ∈ PairSym (Fin 3) ∧ ∀ σ s, (∀ i, s i = 1 ∨ s i = -1) →
    rotate (signedPerm σ s) μ = μ}
  zero_mem' := ⟨Submodule.zero_mem _, fun _ _ _ => map_zero _⟩
  add_mem' := by
    rintro μ ν ⟨h, h'⟩ ⟨k, k'⟩
    exact ⟨Submodule.add_mem _ h k, fun σ s hs => by rw [map_add, h' σ s hs, k' σ s hs]⟩
  smul_mem' := by
    rintro r μ ⟨h, h'⟩
    exact ⟨Submodule.smul_mem _ r h, fun σ s hs => by rw [map_smul, h' σ s hs]⟩

/-- The tensor with longitudinal (`xxxx`), transverse (`xxyy`) and shear (`xyxy`, `xyyx`)
coefficients `L`, `T`, `S` for all axes `x ≠ y`, and all other components zero. -/
def cubicTensor (L T S : ℝ) : Tensor (Fin 3) := fun a l b c =>
  if a = l ∧ b = c then (if a = b then L else T)
  else if (a = b ∧ l = c) ∨ (a = c ∧ l = b) then S else 0

/-- A signed permutation matrix permutes the tensor components and multiplies them by signs. -/
theorem rotate_signedPerm (σ : Equiv.Perm (Fin 3)) (s : Fin 3 → ℝ) (μ : Tensor (Fin 3))
    (a l b c : Fin 3) : rotate (signedPerm σ s) μ a l b c
      = s a * (s l * (s b * (s c * μ (σ a) (σ l) (σ b) (σ c)))) := by
  simp [rotate, signedPerm, ite_mul]

/-- The sign of axis `i` under the reflection that reverses axis `m`. -/
def mirrorSign (m i : Fin 3) : ℤ := if i = m then -1 else 1

set_option maxRecDepth 20000 in
/-- If four axis labels do not pair up, some axis reflection reverses the sign of the
component they label. -/
theorem exists_mirror : ∀ a l b c : Fin 3, ¬(a = l ∧ b = c) →
    ¬((a = b ∧ l = c) ∨ (a = c ∧ l = b)) →
    ∃ m, mirrorSign m a * mirrorSign m l * mirrorSign m b * mirrorSign m c = -1 := by
  decide

/-- A type-II tensor with cubic symmetry is determined by its longitudinal, transverse and
shear coefficients. -/
theorem eq_cubicTensor {μ : Tensor (Fin 3)} (h : μ ∈ cubicTypeII) :
    μ = cubicTensor (μ 0 0 0 0) (μ 0 0 1 1) (μ 0 1 0 1) := by
  obtain ⟨hsym, hR⟩ := h
  have hc : ∀ σ s, (∀ i, s i = 1 ∨ s i = -1) → ∀ a l b c,
      s a * (s l * (s b * (s c * μ (σ a) (σ l) (σ b) (σ c)))) = μ a l b c :=
    fun σ s hs a l b c => by rw [← rotate_signedPerm, hR σ s hs]
  have hp : ∀ (σ : Equiv.Perm (Fin 3)) a l b c,
      μ (σ a) (σ l) (σ b) (σ c) = μ a l b c := fun σ a l b c => by
    simpa using hc σ (fun _ => 1) (fun _ => Or.inl rfl) a l b c
  -- any two distinct axes can be moved to the first two
  have hσ : ∀ x y : Fin 3, x ≠ y → ∃ σ : Equiv.Perm (Fin 3), σ 0 = x ∧ σ 1 = y := by
    intro x y hxy
    refine ⟨Equiv.swap 0 x * Equiv.swap 1 (Equiv.swap 0 x y), ?_⟩
    clear hsym hR hc hp
    revert x y
    decide
  funext a l b c
  unfold cubicTensor
  by_cases h1 : a = l ∧ b = c
  · rw [if_pos h1, ← h1.1, ← h1.2]
    by_cases h2 : a = b
    · rw [if_pos h2, ← h2]
      simpa using hp (Equiv.swap 0 a) 0 0 0 0
    · rw [if_neg h2]
      obtain ⟨σ, h0, h3⟩ := hσ a b h2
      rw [← h0, ← h3, hp σ]
  · rw [if_neg h1]
    by_cases h2 : (a = b ∧ l = c) ∨ (a = c ∧ l = b)
    · rw [if_pos h2]
      have hal : a ≠ l := by
        intro e
        rcases h2 with h | h
        · exact h1 ⟨e, h.1.symm.trans (e.trans h.2)⟩
        · exact h1 ⟨e, h.2.symm.trans (e.symm.trans h.1)⟩
      have hS : μ a l a l = μ 0 1 0 1 := by
        obtain ⟨σ, h0, h3⟩ := hσ a l hal
        rw [← h0, ← h3, hp σ]
      rcases h2 with h | h
      · rw [← h.1, ← h.2, hS]
      · rw [← h.1, ← h.2, hsym a l l a, hS]
    · -- a reflection reverses the component, which therefore vanishes
      rw [if_neg h2]
      obtain ⟨m, hm⟩ := exists_mirror a l b c h1 h2
      have hm' : (mirrorSign m a : ℝ) * mirrorSign m l * mirrorSign m b * mirrorSign m c
          = -1 := by exact_mod_cast hm
      have key := hc (Equiv.refl _) (fun i => (mirrorSign m i : ℝ))
        (fun i => by simp only [mirrorSign]; split_ifs <;> simp) a l b c
      simp only [Equiv.refl_apply] at key
      linear_combination (μ a l b c / 2) * hm' - key / 2

end

end EqCubicTensor
```

Lean reports:

```
Main.lean:78:25: error: Function expected at
  s
but this term has type
  ?m.103 σ

Note: Expected a function because this term is being applied to the argument
  i
Main.lean:78:35: error: Function expected at
  s
but this term has type
  ?m.103 σ

Note: Expected a function because this term is being applied to the argument
  i
Main.lean:79:6: error: Function expected at
  s
but this term has type
  ?m.103 σ

Note: Expected a function because this term is being applied to the argument
  a
Main.lean:79:13: error: Function expected at
  s
but this term has type
  ?m.103 σ

Note: Expected a function because this term is being applied to the argument
  l
Main.lean:79:20: error: Function expected at
  s
but this term has type
  ?m.103 σ

Note: Expected a function because this term is being applied to the argument
  b
Main.lean:79:27: error: Function expected at
  s
but this term has type
  ?m.103 σ

Note: Expected a function because this term is being applied to the argument
  c
Main.lean:79:36: error: Function expected at
  σ
but this term has type
  ?m.40

Note: Expected a function because this term is being applied to the argument
  a
Main.lean:79:42: error: Function expected at
  σ
but this term has type
  ?m.40

Note: Expected a function because this term is being applied to the argument
  l
Main.lean:79:48: error: Function expected at
  σ
but this term has type
  ?m.40

Note: Expected a function because this term is being applied to the argument
  b
Main.lean:79:54: error: Function expected at
  σ
but this term has type
  ?m.40

Note: Expected a function because this term is being applied to the argument
  c
Main.lean:76:59: error: unsolved goals
μ : Tensor (Fin 3)
hsym : μ ∈ PairSym (Fin 3)
hR : ∀ (σ : Equiv.Perm (Fin 3)) (s : Fin 3 → ℝ), (∀ (i : Fin 3), s i = 1 ∨ s i = -1) → (rotate (signedPerm σ s)) μ = μ
⊢ μ = cubicTensor (μ 0 0 0 0) (μ 0 0 1 1) (μ 0 1 0 1)
```

What went wrong. The statement of `hc` introduces `σ` and `s` without types. It only ever applies them to arguments, as in `s i` and `σ a`, and this does not tell Lean what kind of function they are. Hence the "Function expected" messages, in which both types are still unknown. The same unannotated binders work in `cubicTypeII` because `signedPerm σ s` appears there and fixes the types. In `hc` that information comes only in the proof, too late for the statement. The final message shows the main goal still open, with no `hc` available.

The cure is to declare `σ : Equiv.Perm (Fin 3)` and `s : Fin 3 → ℝ`. The new proof of `hc` gives `rotate_signedPerm` its arguments explicitly instead of leaving `rw` to find them; the messages do not show that the old rewrite was at fault. The other changes are tidying: in `hp` the type of the indices already follows from that of `σ`, and the goal given to `decide` does not depend on the hypotheses that `clear` removed.

This version goes through:

```diff
@@ -76,8 +76,9 @@
     μ = cubicTensor (μ 0 0 0 0) (μ 0 0 1 1) (μ 0 1 0 1) := by
   obtain ⟨hsym, hR⟩ := h
-  have hc : ∀ σ s, (∀ i, s i = 1 ∨ s i = -1) → ∀ a l b c,
-      s a * (s l * (s b * (s c * μ (σ a) (σ l) (σ b) (σ c)))) = μ a l b c :=
-    fun σ s hs a l b c => by rw [← rotate_signedPerm, hR σ s hs]
-  have hp : ∀ (σ : Equiv.Perm (Fin 3)) a l b c,
+  have hc : ∀ (σ : Equiv.Perm (Fin 3)) (s : Fin 3 → ℝ), (∀ i, s i = 1 ∨ s i = -1) →
+      ∀ a l b c : Fin 3,
+        s a * (s l * (s b * (s c * μ (σ a) (σ l) (σ b) (σ c)))) = μ a l b c :=
+    fun σ s hs a l b c => (rotate_signedPerm σ s μ a l b c).symm.trans (by rw [hR σ s hs])
+  have hp : ∀ (σ : Equiv.Perm (Fin 3)) (a l b c : Fin 3),
       μ (σ a) (σ l) (σ b) (σ c) = μ a l b c := fun σ a l b c => by
     simpa using hc σ (fun _ => 1) (fun _ => Or.inl rfl) a l b c
@@ -86,5 +87,4 @@
     intro x y hxy
     refine ⟨Equiv.swap 0 x * Equiv.swap 1 (Equiv.swap 0 x y), ?_⟩
-    clear hsym hR hc hp
     revert x y
     decide
```
